# For real moments, the chiral magnetic scattering vector is real, odd in $h$ and no longer than $|M(h)|^2$

Let finitely many atoms at positions $x_j\in\mathbb R^3$ carry real moments $m_j\in\mathbb R^3$. For a real scattering vector $h$, put

$$M(h)=\sum_j m_j\,e^{2\pi i\,h\cdot x_j},\qquad C(h)=i\,M(h)\times M(h)^*.$$

Then $C(h)$ is real, $C(-h)=-C(h)$, and $|C(h)|\le|M(h)|^2$ in Euclidean length. Only the oddness uses the assumption that the moments are real; the other two properties hold for every complex amplitude.

In kinematic scattering of fully polarised neutrons from static moments, with $M$ replaced by its part perpendicular to $h$, the component of $C$ along the polarisation gives, up to a sign that depends on conventions, the part of the purely magnetic intensity that changes sign when the polarisation is reversed. The bound ensures that this part never exceeds the polarisation-independent part $|M|^2$ in magnitude, so the whole purely magnetic intensity stays non-negative.

## Finitely many atoms, real positions and real $h$

The atoms may be a magnetic unit cell or a cluster. They are labelled by a finite type `ι`, and `m j a` is Cartesian component `a` of moment `j`.

```lean
import Mathlib

open Matrix
open scoped Real

namespace ChiralMagneticScattering

noncomputable section

variable {ι : Type*} [Fintype ι]

/-- The magnetic structure factor `M(h) = ∑ m_j exp(2πi h·x_j)` of moments `m_j` at
positions `x_j`. -/
def magneticSF (m x : ι → Fin 3 → ℝ) (h : Fin 3 → ℝ) : Fin 3 → ℂ :=
  fun a => ∑ j, (m j a : ℂ) * Complex.exp (((2 * π * (h ⬝ᵥ x j) : ℝ) : ℂ) * Complex.I)
```

Real $h$ and $x_j$ make each phase factor a number of modulus one, whose conjugate is its inverse; the oddness uses this. A complex $h$, as for a damped wave, can break that relation. An infinite set of atoms would need a convergence condition before the sum could be split or reordered. The vector $h$ need not belong to a reciprocal lattice.

The definition has no form factors and no projection perpendicular to $h$. At a given nonzero $h$, both can be absorbed into the $m_j$ if the form factors are real and even in $h$, since the same modified moments then serve at $-h$.

## Length means Euclidean length

```lean
/-- The chiral vector `i M × M*` of a complex amplitude `M`. -/
def chiralVector (M : Fin 3 → ℂ) : Fin 3 → ℂ :=
  Complex.I • (M ⨯₃ star M)

/-- The squared Euclidean length of a complex vector. -/
def lengthSq (v : Fin 3 → ℂ) : ℝ := ∑ a, Complex.normSq (v a)

/-- The squared length is nonnegative. -/
lemma lengthSq_nonneg (v : Fin 3 → ℂ) : 0 ≤ lengthSq v :=
  Finset.sum_nonneg fun a _ => Complex.normSq_nonneg (v a)
```

Here `⨯₃` is the cross product and `star` conjugates each component. The function `lengthSq` is $|v|^2=\sum_a|v_a|^2$, so $|C|$ appears as `√(lengthSq …)`.

Writing the bound with Lean's norm bars is a mistake that is easy to make. On `Fin 3 → ℂ` they denote the largest component modulus, and the inequality becomes false: $M=(1,i,0)$ gives $C=(0,0,2)$, with largest component 2, while the largest component of $M$ has square 1.

## Reality needs no condition on the amplitude

Write $M=A+iB$ with real vectors $A$ and $B$. Since $A\times A=B\times B=0$,

$$M\times M^*=(A+iB)\times(A-iB)=-iA\times B+iB\times A=-2i\,A\times B,$$

and therefore $C=2A\times B$, which is real.

```lean
/-- The chiral vector is twice the cross product of the real and imaginary parts of the
amplitude. -/
theorem chiralVector_eq (M : Fin 3 → ℂ) (a : Fin 3) :
    chiralVector M a =
      ((2 * ((fun b => (M b).re) ⨯₃ (fun b => (M b).im)) a : ℝ) : ℂ) := by
  fin_cases a <;> apply Complex.ext <;> simp [chiralVector, cross_apply] <;> ring
```

The proof takes the three components in turn, compares real and imaginary parts, and leaves the algebra to `ring`.

## Real moments make $C$ odd

A real $m_j$ is an ordinary static magnetic moment, unchanged by conjugation. Hence

$$M(-h)=\sum_j m_j e^{-2\pi i\,h\cdot x_j}=M(h)^*,$$

$$C(-h)=i\,M(h)^*\times M(h)=-i\,M(h)\times M(h)^*=-C(h).$$

```lean
/-- For real moments, reversing the scattering vector conjugates the structure factor. -/
theorem magneticSF_neg (m x : ι → Fin 3 → ℝ) (h : Fin 3 → ℝ) :
    magneticSF m x (-h) = star (magneticSF m x h) := by
  ext a
  change magneticSF m x (-h) a = starRingEnd ℂ (magneticSF m x h a)
  simp only [magneticSF, map_sum]
  refine Finset.sum_congr rfl fun j _ => ?_
  rw [map_mul, Complex.conj_ofReal, ← Complex.exp_conj, map_mul, Complex.conj_I,
    Complex.conj_ofReal, neg_dotProduct]
  congr 2
  push_cast
  ring
```

The hypothesis sits in the type `ι → Fin 3 → ℝ`, and the proof uses it where `Complex.conj_ofReal` leaves the moment unchanged. With complex moments oddness can fail: a single atom at the origin with $m=(1,i,0)$ has $C(h)=(0,0,2)$ for every $h$.

## The bound holds for every complex amplitude

Let $M\cdot M=\sum_a M_a^2$, without conjugation. Then

$$|M|^2=|A|^2+|B|^2,\qquad M\cdot M=|A|^2-|B|^2+2i\,A\cdot B,$$

$$|M|^4-|M\cdot M|^2=4|A|^2|B|^2-4(A\cdot B)^2=4|A\times B|^2=|C|^2.$$

Dropping the non-negative term $|M\cdot M|^2$ gives $|C|\le|M|^2$.

```lean
/-- The squared length of the chiral vector is `|M|⁴ - |M·M|²`, with `M·M` the product
without conjugation. -/
theorem lengthSq_chiralVector (M : Fin 3 → ℂ) :
    lengthSq (chiralVector M) = lengthSq M ^ 2 - Complex.normSq (M ⬝ᵥ M) := by
  simp only [lengthSq, Fin.sum_univ_three, chiralVector_eq, Complex.normSq_ofReal]
  simp [cross_apply, dotProduct, Fin.sum_univ_three, Complex.normSq_apply]
  ring
```

In Lean this is a polynomial identity in the six real components of $M$, closed by `ring`. The main theorem joins the three properties: its first part reads off `chiralVector_eq`, its second combines `magneticSF_neg` with the antisymmetry of the cross product, and its third takes the square root of the identity's inequality.

```lean
/-- The chiral vector of a magnetic structure with real moments is real, is odd in the
scattering vector, and is no longer than the squared length of the structure factor. -/
theorem chiral_scattering (m x : ι → Fin 3 → ℝ) (h : Fin 3 → ℝ) :
    (∀ a, (chiralVector (magneticSF m x h) a).im = 0) ∧
    chiralVector (magneticSF m x (-h)) = -chiralVector (magneticSF m x h) ∧
    √(lengthSq (chiralVector (magneticSF m x h))) ≤ lengthSq (magneticSF m x h) := by
  refine ⟨fun a => ?_, ?_, ?_⟩
  · rw [chiralVector_eq, Complex.ofReal_im]
  · -- conjugation exchanges the two factors of the cross product
    rw [magneticSF_neg]
    simp only [chiralVector, star_star]
    rw [← cross_anticomm, smul_neg]
  · have key := lengthSq_chiralVector (magneticSF m x h)
    have pos := Complex.normSq_nonneg (magneticSF m x h ⬝ᵥ magneticSF m x h)
    exact Real.sqrt_le_iff.mpr ⟨lengthSq_nonneg _, by linarith⟩
```

Equality holds exactly when $M\cdot M=0$, that is, when $A$ and $B$ are perpendicular and equally long. A nonzero amplitude of this kind is circularly polarised.

```lean
/-- The chiral vector reaches the length `|M|²` exactly when `M·M = 0`. -/
theorem chiral_bound_eq_iff (M : Fin 3 → ℂ) :
    √(lengthSq (chiralVector M)) = lengthSq M ↔ M ⬝ᵥ M = 0 := by
  have key := lengthSq_chiralVector M
  constructor
  · intro e
    have sq : lengthSq (chiralVector M) = lengthSq M ^ 2 := by
      rw [← e, Real.sq_sqrt (lengthSq_nonneg _)]
    exact Complex.normSq_eq_zero.mp (by linarith)
  · intro e
    rw [key, e, map_zero, sub_zero, Real.sqrt_sq (lengthSq_nonneg M)]
```

## Moments along one axis give no chiral vector

With $\varphi_j=2\pi h\cdot x_j$, real moments give $A=\sum_j m_j\cos\varphi_j$ and $B=\sum_j m_j\sin\varphi_j$.

```lean
/-- The real part of the structure factor is the cosine sum over the moments. -/
lemma magneticSF_re (m x : ι → Fin 3 → ℝ) (h : Fin 3 → ℝ) (a : Fin 3) :
    (magneticSF m x h a).re = ∑ j, m j a * Real.cos (2 * π * (h ⬝ᵥ x j)) := by
  simp only [magneticSF, Complex.re_sum, Complex.re_ofReal_mul,
    Complex.exp_ofReal_mul_I_re]

/-- The imaginary part of the structure factor is the sine sum over the moments. -/
lemma magneticSF_im (m x : ι → Fin 3 → ℝ) (h : Fin 3 → ℝ) (a : Fin 3) :
    (magneticSF m x h a).im = ∑ j, m j a * Real.sin (2 * π * (h ⬝ᵥ x j)) := by
  simp only [magneticSF, Complex.im_sum, Complex.im_ofReal_mul,
    Complex.exp_ofReal_mul_I_im]
```

Therefore $C=2\sum_{j,k}\cos\varphi_j\sin\varphi_k\,m_j\times m_k$. Averaging this with the same sum after exchanging $j$ and $k$ gives

$$C=\sum_{j,k}(\sin\varphi_k\cos\varphi_j-\cos\varphi_k\sin\varphi_j)\,m_j\times m_k=\sum_{j,k}\sin\bigl(2\pi h\cdot(x_k-x_j)\bigr)\,m_j\times m_k.$$

The sum runs over ordered pairs, so each pair of distinct atoms contributes twice.

```lean
/-- Twice an antisymmetrised product of sums with arbitrary real weights `c` and `s`, written as a
sum over ordered pairs of labels. -/
lemma pair_sum (p q c s : ι → ℝ) :
    2 * ((∑ j, p j * c j) * (∑ j, q j * s j) - (∑ j, q j * c j) * (∑ j, p j * s j)) =
      ∑ j, ∑ k, (s k * c j - c k * s j) * (p j * q k - q j * p k) := by
  have e : 2 * ((∑ j, p j * c j) * (∑ j, q j * s j)
        - (∑ j, q j * c j) * (∑ j, p j * s j)) =
      (∑ j, p j * c j) * (∑ j, q j * s j) + (∑ j, q j * s j) * (∑ j, p j * c j)
        - (∑ j, q j * c j) * (∑ j, p j * s j)
        - (∑ j, p j * s j) * (∑ j, q j * c j) := by ring
  rw [e]
  simp only [Finset.sum_mul_sum, ← Finset.sum_add_distrib, ← Finset.sum_sub_distrib]
  exact Finset.sum_congr rfl fun j _ => Finset.sum_congr rfl fun k _ => by ring

/-- The chiral vector is the sum over ordered pairs `(j, k)` of atoms of `sin(2π h·(x_k - x_j)) m_j
× m_k`. -/
theorem chiralVector_pairs (m x : ι → Fin 3 → ℝ) (h : Fin 3 → ℝ) (a : Fin 3) :
    chiralVector (magneticSF m x h) a =
      ((∑ j, ∑ k, Real.sin (2 * π * (h ⬝ᵥ (x k - x j))) * (m j ⨯₃ m k) a : ℝ) : ℂ) := by
  have hs : ∀ j k, Real.sin (2 * π * (h ⬝ᵥ (x k - x j))) =
      Real.sin (2 * π * (h ⬝ᵥ x k)) * Real.cos (2 * π * (h ⬝ᵥ x j))
        - Real.cos (2 * π * (h ⬝ᵥ x k)) * Real.sin (2 * π * (h ⬝ᵥ x j)) := by
    intro j k
    rw [dotProduct_sub, mul_sub, Real.sin_sub]
  rw [chiralVector_eq, Complex.ofReal_inj]
  simp only [hs, magneticSF_re, magneticSF_im, cross_apply]
  -- each Cartesian component is one instance of the pair sum
  fin_cases a
  · exact pair_sum (fun j => m j 1) (fun j => m j 2)
      (fun j => Real.cos (2 * π * (h ⬝ᵥ x j))) (fun j => Real.sin (2 * π * (h ⬝ᵥ x j)))
  · exact pair_sum (fun j => m j 2) (fun j => m j 0)
      (fun j => Real.cos (2 * π * (h ⬝ᵥ x j))) (fun j => Real.sin (2 * π * (h ⬝ᵥ x j)))
  · exact pair_sum (fun j => m j 0) (fun j => m j 1)
      (fun j => Real.cos (2 * π * (h ⬝ᵥ x j))) (fun j => Real.sin (2 * π * (h ⬝ᵥ x j)))
```

The lemma `pair_sum` carries out the exchange of labels for one Cartesian component, and the theorem applies it three times.

Now suppose that $m_j=c_jn$ with real $c_j$ and one common vector $n$. This is the hypothesis `hm`; it describes a collinear structure, with antiparallel moments and modulated lengths allowed. Every $m_j\times m_k$ is then zero, and so is $C$. The proof substitutes `hm` into the pair sum and uses `cross_self`.

```lean
/-- If all moments lie along one common axis `n`, the chiral vector vanishes. -/
theorem chiralVector_collinear (m x : ι → Fin 3 → ℝ) (h n : Fin 3 → ℝ) (c : ι → ℝ)
    (hm : ∀ j, m j = c j • n) : chiralVector (magneticSF m x h) = 0 := by
  ext a
  rw [chiralVector_pairs]
  simp [hm, cross_self]
```

Without a common axis $C$ can be nonzero, though it need not be: at $h=0$ every sine vanishes. Take unit moments along $x$ and $y$, with the second atom a quarter period further along $z$. At $h=(0,0,1)$ the phases are $0$ and $\pi/2$, so $M=(1,i,0)$, $C=(0,0,2)$ and $|M|^2=2$. Real moments can therefore attain the bound.

```lean
/-- Unit moments along `x` and `y`, a quarter period apart along `z`, have chiral vector
`(0, 0, 2)` and `|M|² = 2` at `h = (0, 0, 1)`. -/
theorem quarter_turn_pair :
    chiralVector (magneticSF ![![1, 0, 0], ![0, 1, 0]] ![![0, 0, 0], ![0, 0, 1 / 4]]
      ![0, 0, 1]) = ![0, 0, 2] ∧
    lengthSq (magneticSF ![![1, 0, 0], ![0, 1, 0]] ![![0, 0, 0], ![0, 0, 1 / 4]]
      ![0, 0, 1]) = 2 := by
  have e : 2 * π * (4 : ℝ)⁻¹ = π / 2 := by ring
  have hM : magneticSF ![![1, 0, 0], ![0, 1, 0]] ![![0, 0, 0], ![0, 0, 1 / 4]]
      ![0, 0, 1] = ![1, Complex.I, 0] := by
    ext a
    fin_cases a <;> apply Complex.ext <;>
      simp [magneticSF_re, magneticSF_im, Fin.sum_univ_two, dotProduct,
        Fin.sum_univ_three, e]
  rw [hM]
  constructor
  · ext a
    rw [chiralVector_eq]
    fin_cases a <;> simp [cross_apply]
  · simp only [lengthSq, Fin.sum_univ_three]
    change Complex.normSq (1 : ℂ) + Complex.normSq Complex.I + Complex.normSq (0 : ℂ) = 2
    rw [map_one, Complex.normSq_I, map_zero]
    norm_num

end

end ChiralMagneticScattering
```

The proof first computes this $M$ from the cosine and sine sums, then evaluates both quantities.

```lean
#print axioms ChiralMagneticScattering.chiral_scattering
-- 'ChiralMagneticScattering.chiral_scattering' depends on axioms: [propext, Classical.choice, Quot.sound]
#print axioms ChiralMagneticScattering.chiral_bound_eq_iff
-- 'ChiralMagneticScattering.chiral_bound_eq_iff' depends on axioms: [propext, Classical.choice, Quot.sound]
#print axioms ChiralMagneticScattering.chiralVector_collinear
-- 'ChiralMagneticScattering.chiralVector_collinear' depends on axioms: [propext, Classical.choice, Quot.sound]
#print axioms ChiralMagneticScattering.quarter_turn_pair
-- 'ChiralMagneticScattering.quarter_turn_pair' depends on axioms: [propext, Classical.choice, Quot.sound]
```
